# With all bands included, the Wilson loop of unitary frames on a closed loop is the identity

## Checking an overlap routine with every band kept

After diagonalising a finite tight-binding Hamiltonian at a series of k-points around a loop, one can run the Berry-phase routine once with all bands included before selecting the occupied ones. In an orthonormal basis, and with the first set of eigenvectors reused at the end point, the product of overlap matrices must then be the identity on any mesh, however coarse. A departure beyond rounding error points to a fault in the eigenvectors, the end point or the matrix multiplication.

The same fact relates the two sides of a gap: in a finite single-particle model, the Berry phases of the occupied and unoccupied bands cancel modulo $2\pi$ on such a loop, provided that the occupied Wilson determinant is nonzero.

## Frames, overlaps and phases

At the k-point numbered $j$, let $A_j$ be the matrix whose columns are the chosen band vectors in a fixed orthonormal basis. The overlap matrix, the Wilson line and the total Berry phase are

$$M_j=A_j^\dagger A_{j+1},\qquad W_N=M_0M_1\cdots M_{N-1},\qquad \gamma_N=-\arg\det W_N,$$

with $W_0=1$. In Lean these are `overlap`, `wilsonLine` and `berryPhase`. The argument lies in $(-\pi,\pi]$, so $\gamma_N$ lies in $[-\pi,\pi)$.

A frame `A j : Matrix n m ℂ` has basis states labelled by `n` and bands labelled by `m`. A complete band set has `m = n` and unitary frames, which is the hypothesis `∀ j ≤ N, A j ∈ unitaryGroup n ℂ`. Orthonormality of the bands gives $A_j^\dagger A_j=1$; completeness gives $A_jA_j^\dagger=1$.

The main theorem, `complete_wilsonLoop_trivial`, says that if in addition `A N = A 0`, then `wilsonLine A N = 1` and `berryPhase A N = 0`. The closure condition is equality of matrices, phases included: a fresh diagonalisation at the end point can break it, because eigenvectors are determined only up to phases, or up to a unitary mixing within a degenerate level.

No Hamiltonian, smooth gauge or small mesh spacing enters. The theorem concerns a finite, fixed orthonormal basis. It doesn't cover a truncated set of bands, a basis that changes with $k$, or overlaps that need a metric for non-orthogonal orbitals.

## Telescoping by completeness

The claim is $W_N=A_0^\dagger A_N$. For $N=0$ it reads $1=A_0^\dagger A_0$. If it holds for $N$, then

$$W_{N+1}=W_NM_N=A_0^\dagger\,(A_NA_N^\dagger)\,A_{N+1}=A_0^\dagger A_{N+1}.$$

Each intermediate point contributes a resolution of the identity and disappears.

If $A_N=A_0$, then $W_N=A_0^\dagger A_0=1$, so $\det W_N=1$ and $\gamma_N=0$. Conversely, if $W_N=1$, multiplying $A_0^\dagger A_N=1$ from the left by $A_0$ gives $A_N=A_0$.

## Closure up to a twist

Across a reciprocal lattice vector, the cell-periodic vectors may return only up to a fixed matrix $V$, which in a tight-binding basis holds the phases set by the orbital positions. If $A_N=VA_0$, telescoping gives $W_N=A_0^\dagger VA_0$. For every complex $z$,

$$z1-W_N=A_0^\dagger(z1-V)A_0,\qquad \det(z1-W_N)=\det(z1-V),$$

because $\det(A_0^\dagger XA_0)=\det(A_0A_0^\dagger X)=\det X$. Taking $X=V$ gives $\gamma_N=-\arg\det V$. The total phase then records the twist alone.

## Occupied and unoccupied bands

Now split the columns of each unitary frame into an occupied and an unoccupied group. The full overlap is itself unitary:

$$M_jM_j^\dagger=A_j^\dagger A_{j+1}A_{j+1}^\dagger A_j=A_j^\dagger A_j=1.$$

Its diagonal blocks are the overlaps within each group. For a unitary block matrix

$$U=\begin{pmatrix}a&b\\c&d\end{pmatrix},$$

the first block column of $UU^\dagger=1$ says $aa^\dagger+bb^\dagger=1$ and $ca^\dagger+db^\dagger=0$. Hence

$$\begin{pmatrix}a&b\\c&d\end{pmatrix}\begin{pmatrix}a^\dagger&0\\b^\dagger&1\end{pmatrix}=\begin{pmatrix}1&b\\0&d\end{pmatrix},$$

and determinants give $\det d=\det U\,\overline{\det a}$.

Apply this to each $M_j$ and multiply over $j$. Since the determinant of a Wilson line is the product of its link determinants,

$$\det W_N^{\rm unocc}=\det W_N\;\overline{\det W_N^{\rm occ}}.$$

The argument goes link by link because the occupied Wilson line is a product of blocks, which in general differs from the block of the product.

On a closed loop $\det W_N=1$, so the two group determinants are complex conjugates. If the occupied one is nonzero, so is the other, and their phases add to zero modulo $2\pi$. The nonvanishing condition means that, at every link, no nonzero vector in the occupied space (superpositions of occupied bands included) is orthogonal to the whole occupied space at the next point; without it the discrete Berry phase has no meaning on that mesh.

## A two-level loop with occupied phase $-\pi$

Take the occupied state successively as $(1,0)$, $(3/5,4/5)$, $(-3/5,4/5)$ and again $(1,0)$, with $(-s,c)$ as the unoccupied partner of $(c,s)$. The frames are unitary and the loop closes. The occupied overlaps are $3/5$, $7/25$ and $-3/5$, so

$$\det W_3^{\rm occ}=\frac35\cdot\frac7{25}\cdot\left(-\frac35\right)=-\frac{63}{625},\qquad \gamma_3^{\rm occ}=-\pi.$$

Closure alone therefore doesn't make the phase of an incomplete band set vanish. The unoccupied determinant is the conjugate, hence the same negative number, and its phase is also $-\pi$. The sum is $-2\pi$, which shows why the cancellation is stated modulo $2\pi$.

## The Lean file

```lean
import Mathlib

open Matrix ComplexConjugate

namespace CompleteBandWilsonLoop

noncomputable section

variable {n m o e : Type*} [Fintype n] [DecidableEq n] [Fintype m] [DecidableEq m]
  [Fintype o] [DecidableEq o] [Fintype e] [DecidableEq e]

/-- Overlap matrix `A_jᴴ A_(j+1)` between the frames at neighbouring k-points; the columns of
`A j` are the (arbitrary) band vectors at point `j`. -/
def overlap (A : ℕ → Matrix n m ℂ) (j : ℕ) : Matrix m m ℂ := (A j)ᴴ * A (j + 1)

/-- Wilson line: the ordered product of the first `N` overlap matrices. -/
def wilsonLine (A : ℕ → Matrix n m ℂ) : ℕ → Matrix m m ℂ
  | 0 => 1
  | N + 1 => wilsonLine A N * overlap A N

/-- Total Berry phase of the bands in `A`: minus the argument of the determinant of the
Wilson line. -/
def berryPhase (A : ℕ → Matrix n m ℂ) (N : ℕ) : ℝ := -Complex.arg (wilsonLine A N).det

/-- The columns of the frame that belong to the occupied bands. -/
def occupied (A : ℕ → Matrix n (o ⊕ e) ℂ) (j : ℕ) : Matrix n o ℂ :=
  (A j).submatrix id Sum.inl

/-- The columns of the frame that belong to the unoccupied bands. -/
def unoccupied (A : ℕ → Matrix n (o ⊕ e) ℂ) (j : ℕ) : Matrix n e ℂ :=
  (A j).submatrix id Sum.inr

omit [DecidableEq n] in
/-- The determinant of the Wilson line is the product of the overlap determinants. -/
theorem det_wilsonLine (A : ℕ → Matrix n m ℂ) (N : ℕ) :
    (wilsonLine A N).det = ∏ j ∈ Finset.range N, (overlap A j).det := by
  induction N with
  | zero => simp [wilsonLine]
  | succ N ih => rw [wilsonLine, det_mul, ih, Finset.prod_range_succ]

/-- The overlap matrix of two unitary frames is unitary. -/
theorem overlap_unitary (A : ℕ → Matrix n n ℂ) (j : ℕ) (hj : A j ∈ unitaryGroup n ℂ)
    (hj' : A (j + 1) ∈ unitaryGroup n ℂ) : overlap A j ∈ unitaryGroup n ℂ := by
  have h0 : (A j)ᴴ * A j = 1 := Matrix.mem_unitaryGroup_iff'.mp hj
  have h1 : A (j + 1) * (A (j + 1))ᴴ = 1 := Matrix.mem_unitaryGroup_iff.mp hj'
  rw [Matrix.mem_unitaryGroup_iff]
  show (A j)ᴴ * A (j + 1) * ((A j)ᴴ * A (j + 1))ᴴ = 1
  rw [conjTranspose_mul, conjTranspose_conjTranspose, Matrix.mul_assoc,
    ← Matrix.mul_assoc (A (j + 1)), h1, Matrix.one_mul, h0]

/-- For unitary frames the Wilson line telescopes to the overlap `A_0ᴴ A_N` of the end points. -/
theorem wilsonLine_telescope (A : ℕ → Matrix n n ℂ) (N : ℕ)
    (hA : ∀ j ≤ N, A j ∈ unitaryGroup n ℂ) : wilsonLine A N = (A 0)ᴴ * A N := by
  induction N with
  | zero =>
    have h : (A 0)ᴴ * A 0 = 1 := Matrix.mem_unitaryGroup_iff'.mp (hA 0 le_rfl)
    simp [wilsonLine, h]
  | succ N ih =>
    -- completeness of the bands at the intermediate point
    have h : A N * (A N)ᴴ = 1 := Matrix.mem_unitaryGroup_iff.mp (hA N (Nat.le_succ N))
    rw [wilsonLine, ih (fun j hj => hA j (Nat.le_succ_of_le hj)), overlap, Matrix.mul_assoc,
      ← Matrix.mul_assoc (A N), h, Matrix.one_mul]

/-- For unitary frames the Wilson line is the identity exactly when the last frame equals
the first. -/
theorem wilsonLine_eq_one_iff (A : ℕ → Matrix n n ℂ) (N : ℕ)
    (hA : ∀ j ≤ N, A j ∈ unitaryGroup n ℂ) : wilsonLine A N = 1 ↔ A N = A 0 := by
  have h0 : (A 0)ᴴ * A 0 = 1 := Matrix.mem_unitaryGroup_iff'.mp (hA 0 (Nat.zero_le N))
  have h0' : A 0 * (A 0)ᴴ = 1 := Matrix.mem_unitaryGroup_iff.mp (hA 0 (Nat.zero_le N))
  rw [wilsonLine_telescope A N hA]
  constructor
  · intro h
    calc A N = A 0 * (A 0)ᴴ * A N := by rw [h0', Matrix.one_mul]
      _ = A 0 * ((A 0)ᴴ * A N) := by rw [Matrix.mul_assoc]
      _ = A 0 := by rw [h, Matrix.mul_one]
  · intro h
    rw [h, h0]

/-- For square unitary frames (the complete band set) with `A N = A 0`, the Wilson loop is the identity and the total
Berry phase vanishes. -/
theorem complete_wilsonLoop_trivial (A : ℕ → Matrix n n ℂ) (N : ℕ)
    (hA : ∀ j ≤ N, A j ∈ unitaryGroup n ℂ) (hclosed : A N = A 0) :
    wilsonLine A N = 1 ∧ berryPhase A N = 0 := by
  have hW := (wilsonLine_eq_one_iff A N hA).mpr hclosed
  refine ⟨hW, ?_⟩
  rw [berryPhase, hW, det_one, Complex.arg_one, neg_zero]

/-- If square unitary frames close up to a twist, `A_N = V A_0`, the Wilson loop is `A_0ᴴ V A_0`, it
has the characteristic determinant of `V`, and the Berry phase is `-arg det V`. -/
theorem complete_wilsonLoop_twisted (A : ℕ → Matrix n n ℂ) (N : ℕ) (V : Matrix n n ℂ)
    (hA : ∀ j ≤ N, A j ∈ unitaryGroup n ℂ) (htwist : A N = V * A 0) :
    wilsonLine A N = (A 0)ᴴ * V * A 0 ∧
      (∀ z : ℂ, (z • (1 : Matrix n n ℂ) - wilsonLine A N).det
        = (z • (1 : Matrix n n ℂ) - V).det) ∧
      berryPhase A N = -Complex.arg V.det := by
  have h0 : (A 0)ᴴ * A 0 = 1 := Matrix.mem_unitaryGroup_iff'.mp (hA 0 (Nat.zero_le N))
  have h0' : A 0 * (A 0)ᴴ = 1 := Matrix.mem_unitaryGroup_iff.mp (hA 0 (Nat.zero_le N))
  have hW : wilsonLine A N = (A 0)ᴴ * V * A 0 := by
    rw [wilsonLine_telescope A N hA, htwist, Matrix.mul_assoc]
  -- a unitary change of basis preserves determinants
  have hd : ∀ X : Matrix n n ℂ, ((A 0)ᴴ * X * A 0).det = X.det := by
    intro X
    rw [det_mul_comm, ← Matrix.mul_assoc, h0', Matrix.one_mul]
  refine ⟨hW, ?_, ?_⟩
  · intro z
    have hz : z • (1 : Matrix n n ℂ) - (A 0)ᴴ * V * A 0
        = (A 0)ᴴ * (z • (1 : Matrix n n ℂ) - V) * A 0 := by
      rw [Matrix.mul_sub, Matrix.sub_mul, Matrix.mul_smul, Matrix.mul_one, Matrix.smul_mul, h0]
    rw [hW, hz, hd]
  · rw [berryPhase, hW, hd]

/-- For a unitary matrix split into two groups of bands, the determinant of the second diagonal
block is the full determinant times the conjugate determinant of the first diagonal block. -/
theorem det_complementary_block (U : Matrix (o ⊕ e) (o ⊕ e) ℂ)
    (hU : U ∈ unitaryGroup (o ⊕ e) ℂ) :
    U.toBlocks₂₂.det = U.det * conj U.toBlocks₁₁.det := by
  have h : U * Uᴴ = 1 := Matrix.mem_unitaryGroup_iff.mp hU
  obtain ⟨a, b, c, d, rfl⟩ : ∃ a b c d, U = fromBlocks a b c d :=
    ⟨_, _, _, _, (fromBlocks_toBlocks U).symm⟩
  rw [fromBlocks_conjTranspose, fromBlocks_multiply, ← fromBlocks_one, fromBlocks_inj] at h
  obtain ⟨h11, -, h21, -⟩ := h
  -- keep the first block column of the adjoint and complete it by the identity
  have key : fromBlocks a b c d * fromBlocks aᴴ (0 : Matrix o e ℂ) bᴴ (1 : Matrix e e ℂ)
      = fromBlocks (1 : Matrix o o ℂ) b (0 : Matrix e o ℂ) d := by
    rw [fromBlocks_multiply, h11, h21]
    simp
  have hdet := congrArg Matrix.det key
  simp only [det_mul, det_fromBlocks_zero₁₂, det_fromBlocks_zero₂₁, det_conjTranspose, det_one,
    mul_one, one_mul] at hdet
  simp only [toBlocks_fromBlocks₁₁, toBlocks_fromBlocks₂₂, starRingEnd_apply]
  exact hdet.symm

/-- For unitary frames, the Wilson determinant of the unoccupied bands is the full Wilson
determinant times the conjugate Wilson determinant of the occupied bands. -/
theorem det_wilsonLine_unoccupied (A : ℕ → Matrix (o ⊕ e) (o ⊕ e) ℂ) (N : ℕ)
    (hA : ∀ j ≤ N, A j ∈ unitaryGroup (o ⊕ e) ℂ) :
    (wilsonLine (unoccupied A) N).det
      = (wilsonLine A N).det * conj (wilsonLine (occupied A) N).det := by
  rw [det_wilsonLine, det_wilsonLine, det_wilsonLine, map_prod (starRingEnd ℂ),
    ← Finset.prod_mul_distrib]
  refine Finset.prod_congr rfl fun j hj => ?_
  have hj' : j < N := Finset.mem_range.mp hj
  -- the partial overlaps are the diagonal blocks of the full overlap
  have h1 : overlap (occupied A) j = (overlap A j).toBlocks₁₁ := by
    rfl
  have h2 : overlap (unoccupied A) j = (overlap A j).toBlocks₂₂ := by
    rfl
  rw [h1, h2]
  exact det_complementary_block _ (overlap_unitary A j (hA j hj'.le) (hA (j + 1) hj'))

/-- On a closed loop of unitary frames with nonzero occupied Wilson determinant, the unoccupied
Wilson determinant is nonzero and the two Berry phases add to zero modulo `2π`. -/
theorem berryPhase_occupied_add_unoccupied (A : ℕ → Matrix (o ⊕ e) (o ⊕ e) ℂ) (N : ℕ)
    (hA : ∀ j ≤ N, A j ∈ unitaryGroup (o ⊕ e) ℂ) (hclosed : A N = A 0)
    (hocc : (wilsonLine (occupied A) N).det ≠ 0) :
    (wilsonLine (unoccupied A) N).det ≠ 0 ∧
      (berryPhase (occupied A) N : Real.Angle) + (berryPhase (unoccupied A) N : Real.Angle)
        = 0 := by
  have hd := det_wilsonLine_unoccupied A N hA
  rw [(complete_wilsonLoop_trivial A N hA hclosed).1, det_one, one_mul] at hd
  constructor
  · rw [hd]
    simpa using hocc
  · unfold berryPhase
    rw [hd]
    simp only [Real.Angle.coe_neg, Complex.arg_conj_coe_angle]
    abel

/-- Real two-level frame with occupied state `(c, s)` and unoccupied state `(-s, c)`. -/
def rot (c s : ℝ) : Matrix (Unit ⊕ Unit) (Unit ⊕ Unit) ℂ :=
  fromBlocks (Matrix.of fun _ _ => (c : ℂ)) (Matrix.of fun _ _ => -(s : ℂ))
    (Matrix.of fun _ _ => (s : ℂ)) (Matrix.of fun _ _ => (c : ℂ))

/-- A loop of two-level frames whose occupied state runs through `(1, 0)`, `(3/5, 4/5)`,
`(-3/5, 4/5)` and back to `(1, 0)`. -/
def rotLoop (j : ℕ) : Matrix (Unit ⊕ Unit) (Unit ⊕ Unit) ℂ :=
  if j = 1 then rot (3 / 5) (4 / 5) else if j = 2 then rot (-3 / 5) (4 / 5) else rot 1 0

/-- The two-level frame is unitary when `c² + s² = 1`. -/
theorem rot_unitary (c s : ℝ) (h : c ^ 2 + s ^ 2 = 1) :
    rot c s ∈ unitaryGroup (Unit ⊕ Unit) ℂ := by
  have hc : (c : ℂ) ^ 2 + (s : ℂ) ^ 2 = 1 := by exact_mod_cast h
  rw [Matrix.mem_unitaryGroup_iff]
  ext i j
  rcases i with i | i <;> rcases j with j | j <;> cases i <;> cases j <;>
    simp [rot, Matrix.mul_apply, Fintype.sum_sum_type, Matrix.star_apply]
  all_goals first
    | linear_combination hc
    | ring1

/-- The loop `rotLoop` is a closed loop of unitary frames whose occupied band alone has Wilson
determinant `-63/625` and Berry phase `-π`. -/
theorem rotLoop_witness :
    (∀ j ≤ 3, rotLoop j ∈ unitaryGroup (Unit ⊕ Unit) ℂ) ∧ rotLoop 3 = rotLoop 0 ∧
      (wilsonLine (occupied rotLoop) 3).det = -63 / 625 ∧
      berryPhase (occupied rotLoop) 3 = -Real.pi := by
  -- each link is the scalar product of neighbouring occupied states
  have key : ∀ (j : ℕ) (c s c' s' : ℝ), rotLoop j = rot c s → rotLoop (j + 1) = rot c' s' →
      (overlap (occupied rotLoop) j).det = ((c * c' + s * s' : ℝ) : ℂ) := by
    intro j c s c' s' h h'
    simp [overlap, occupied, h, h', rot, det_unique, Matrix.mul_apply, Fintype.sum_sum_type]
  have h0 := key 0 1 0 (3 / 5) (4 / 5) (by simp [rotLoop]) (by simp [rotLoop])
  have h1 := key 1 (3 / 5) (4 / 5) (-3 / 5) (4 / 5) (by simp [rotLoop]) (by simp [rotLoop])
  have h2 := key 2 (-3 / 5) (4 / 5) 1 0 (by simp [rotLoop]) (by simp [rotLoop])
  have hdet : (wilsonLine (occupied rotLoop) 3).det = -63 / 625 := by
    rw [det_wilsonLine]
    simp only [Finset.prod_range_succ, Finset.prod_range_zero, h0, h1, h2]
    push_cast
    norm_num
  have harg : Complex.arg (-63 / 625 : ℂ) = Real.pi := by
    have hr : (-63 / 625 : ℂ) = ((-63 / 625 : ℝ) : ℂ) := by norm_num
    rw [hr]
    exact Complex.arg_ofReal_of_neg (by norm_num)
  refine ⟨?_, by simp [rotLoop], hdet, ?_⟩
  · intro j _
    unfold rotLoop
    split_ifs <;> exact rot_unitary _ _ (by norm_num)
  · rw [berryPhase, hdet, harg]

end

end CompleteBandWilsonLoop
```

```lean
#print axioms CompleteBandWilsonLoop.complete_wilsonLoop_twisted
#print axioms CompleteBandWilsonLoop.berryPhase_occupied_add_unoccupied
```

```
'CompleteBandWilsonLoop.complete_wilsonLoop_twisted' depends on axioms: [propext, Classical.choice, Quot.sound]
'CompleteBandWilsonLoop.berryPhase_occupied_add_unoccupied' depends on axioms: [propext, Classical.choice, Quot.sound]
```

## How the proofs follow the algebra

`det_wilsonLine` is an induction on the number of links, using multiplicativity of the determinant. It needs no unitarity, so it applies to the occupied and unoccupied groups as well.

`wilsonLine_telescope` is the induction given above. Its local fact `h : A N * (A N)ᴴ = 1` is completeness at the intermediate point; the rewrites with `Matrix.mul_assoc` bring the two factors together so that `h` can remove them. `wilsonLine_eq_one_iff` turns the telescoped formula into the equivalence, with a `calc` chain for the left multiplication by $A_0$. The main theorem then takes one direction of that equivalence and evaluates the determinant and argument of the identity.

In `complete_wilsonLoop_twisted`, the auxiliary statement `hd` is the invariance of the determinant under the unitary change of basis, proved by moving $A_0$ around the product with `det_mul_comm`. It is used twice, for $z1-V$ and for $V$.

`overlap_unitary` supplies the unitarity of each link, and `det_complementary_block` carries out the block multiplication. There, `h11` and `h21` are the two equations from the first block column, `key` is the triangular product, and `congrArg Matrix.det` takes its determinant.

The type `o ⊕ e` labels the occupied and unoccupied bands. In the theorems on split bands it also labels the basis states, which makes the frames square; it assigns no physical character to those states. `det_wilsonLine_unoccupied` converts all three Wilson determinants into products and compares them factor by factor. That the group overlaps are diagonal blocks of the full overlap holds by definition, hence `rfl`.

`berryPhase_occupied_add_unoccupied` sets the full determinant to one and casts the phases to `Real.Angle`, the type of angles modulo $2\pi$, where conjugation reverses the argument. The hypothesis `hocc` serves to prove that the unoccupied determinant is nonzero.

For the example, `rot_unitary` reduces unitarity to $c^2+s^2=1$ entry by entry. In `rotLoop_witness`, `key` identifies each occupied overlap with the scalar product $cc'+ss'$ of neighbouring states; `norm_num` evaluates the product, and the argument of a negative real number is $\pi$.
